# The inequality $S_k^2 \le S_{k-1}S_{k+1}$ for finitely many transitions with nonnegative weights and positive gaps, and its bounds on the static polarizability

Q: Take two transitions with weights $w_1, w_2 \ge 0$ and excitation gaps $e_1, e_2 > 0$, and let $S_k = w_1 e_1^k + w_2 e_2^k$ for an integer $k$. In $S_{k-1}S_{k+1} - S_k^2$ the terms in $w_1^2$ and $w_2^2$ cancel, and the cross terms leave

$$w_1 w_2\left(e_1^{k-1}e_2^{k+1} + e_1^{k+1}e_2^{k-1} - 2e_1^k e_2^k\right) = w_1 w_2 (e_1e_2)^{k-1}(e_1-e_2)^2 .$$

This is nonnegative, so $S_k^2 \le S_{k-1}S_{k+1}$. Does the mechanism survive when there are many transitions?

A: It does, pair by pair. Let $n$ run over a finite set of transitions and put $S_k = \sum_n w_n e_n^k$. The product $S_{k-1}S_{k+1}$ is a double sum over $m$ and $n$. Writing it twice, once with the roles of $m$ and $n$ exchanged, gives

$$2\left(S_{k-1}S_{k+1} - S_k^2\right) = \sum_{m,n} w_m w_n\left(e_m^{k-1}e_n^{k+1} + e_m^{k+1}e_n^{k-1} - 2e_m^k e_n^k\right).$$

Taking out the common factor $(e_m e_n)^{k-1}$ leaves $e_n^2 + e_m^2 - 2e_m e_n$ in the bracket, so

$$2\left(S_{k-1}S_{k+1} - S_k^2\right) = \sum_{m,n} w_m w_n (e_m e_n)^{k-1}(e_m - e_n)^2 .$$

Every term is nonnegative, which proves the inequality. The factor 2 is there because each pair is counted in both orders.

Q: And when is it an equality?

A: A sum of nonnegative terms vanishes only if each term does. If $w_m$ and $w_n$ are both positive, the prefactor of the square is positive, so $e_m = e_n$. Conversely, if all positively weighted gaps coincide, each term has either a zero weight or a zero gap difference. With a single transition there is always equality.

Q: How does the polarizability come in?

A: Let $d_n$ be the complex transition dipole along one axis and set $w_n = |d_n|^2$. In atomic units the static polarizability is

$$\alpha = \sum_n \frac{2|d_n|^2}{e_n} = 2S_{-1}.$$

For $k=0$ the inequality reads $S_0^2 \le S_{-1}S_1$, and doubling it gives $2S_0^2 \le \alpha S_1$. For $k=-1$ it reads $S_{-1}^2 \le S_{-2}S_0$, and multiplying by 4 gives $\alpha^2 \le 4S_{-2}S_0$.

Two transitions with $|d_1| = |d_2| = 1$, $e_1 = 1$ and $e_2 = 2$ have $S_{-2} = 5/4$, $S_{-1} = 3/2$, $S_0 = 2$ and $S_1 = 3$. The polarizability is 3, and it lies between $8/3$ and $\sqrt{10} \approx 3.16$. As $e_2$ approaches $e_1$, both bounds close on $\alpha$.

Q: Now the formal version. What is a "transition" there?

A: An element of a finite index type `ι`. Nothing else is assumed about it: there is no Hamiltonian and no wavefunction.

In Lean 4 with Mathlib:

```lean
import Mathlib

open Finset

namespace SpectralMoments

noncomputable section

variable {ι : Type*} [Fintype ι]
```

The weights and gaps are real functions `w` and `e` on `ι`. Two degenerate excited states are two indices with the same gap. The order `k` is an integer, so negative moments use the same definition as positive ones.

```lean
/-- The spectral moment of integer order `k`: the sum of the transition weights times the
`k`-th power of the excitation gaps. -/
def moment (w e : ι → ℝ) (k : ℤ) : ℝ := ∑ n, w n * e n ^ k
```

Q: People also speak of mean excitation energies. Are these covered?

A: Those defined as ratios of successive moments are, $M_k = S_{k+1}/S_k$. The mean excitation energy of stopping theory is a logarithmic average, a different quantity that is not treated here.

```lean
/-- The mean excitation energy of order `k`: the ratio of two successive spectral moments. -/
def meanEnergy (w e : ι → ℝ) (k : ℤ) : ℝ := moment w e (k + 1) / moment w e k
```

Q: And the dipoles?

A: They are complex numbers `d n`, and only their squared moduli enter. The phases of the states are therefore irrelevant, as they should be.

```lean
/-- The dipole strength of a transition: the squared modulus of its transition dipole. -/
def strength (d : ι → ℂ) (n : ι) : ℝ := ‖d n‖ ^ 2
```

The polarizability is defined by its own sum over states and not as a moment, so its relation to $S_{-1}$ has to be proved.

```lean
/-- The static polarizability along one axis, in atomic units, as a sum over transitions with
dipoles `d` and gaps `e`. -/
def polarizability (d : ι → ℂ) (e : ι → ℝ) : ℝ := ∑ n, 2 * ‖d n‖ ^ 2 / e n
```

Q: That is a static response along one axis. What else does the model leave out?

A: It has no frequency dependence, no damping and no continuum of excitations. The condition `he : ∀ n, 0 < e n` says that every listed transition goes up in energy from the reference state. That fits a nondegenerate ground state with the ground state itself left off the list. It excludes a degenerate partner of the ground state, and it excludes the downward transitions of an excited reference state. The condition applies even to transitions of zero weight.

Q: Show me that the pair identity is really in there, and not just its consequence.

A: It is the first theorem. It assumes positive gaps, although its proof uses only that they are nonzero, and it puts no sign condition on the weights.

```lean
/-- Twice the difference between the product of the neighbouring moments and the squared moment
is a weighted sum, over pairs of transitions, of squared gap differences. -/
theorem moment_identity {w e : ι → ℝ} (he : ∀ n, 0 < e n) (k : ℤ) :
    2 * (moment w e (k - 1) * moment w e (k + 1) - moment w e k ^ 2) =
      ∑ m, ∑ n, w m * w n * (e m * e n) ^ (k - 1) * (e m - e n) ^ 2 := by
  -- express all powers through the lowest one
  have h1 : ∀ n, e n ^ k = e n ^ (k - 1) * e n := fun n => by
    rw [← zpow_add_one₀ (he n).ne', sub_add_cancel]
  have h2 : ∀ n, e n ^ (k + 1) = e n ^ (k - 1) * e n ^ 2 := fun n => by
    rw [zpow_add_one₀ (he n).ne', h1 n]
    ring
  -- symmetrise the product of moments in the two transitions
  have h3 : 2 * (moment w e (k - 1) * moment w e (k + 1) - moment w e k ^ 2) =
      moment w e (k - 1) * moment w e (k + 1) + moment w e (k + 1) * moment w e (k - 1)
        - 2 * (moment w e k * moment w e k) := by ring
  rw [h3]
  unfold moment
  rw [Finset.sum_mul_sum, Finset.sum_mul_sum, Finset.sum_mul_sum]
  simp only [Finset.mul_sum, ← Finset.sum_add_distrib, ← Finset.sum_sub_distrib]
  refine Finset.sum_congr rfl fun m _ => Finset.sum_congr rfl fun n _ => ?_
  rw [h1 m, h1 n, h2 m, h2 n, mul_zpow]
  generalize e m ^ (k - 1) = x
  generalize e n ^ (k - 1) = y
  ring
```

The facts `h1` and `h2` write $e_n^k$ and $e_n^{k+1}$ as $e_n^{k-1}$ times $e_n$ or $e_n^2$, which is legitimate because the gaps are nonzero. The step `h3` is the symmetrisation: it writes the product of moments in both orders. `Finset.sum_mul_sum` then turns products of sums into double sums, and `Finset.sum_congr` reduces the claim to a single pair. There the powers $e_m^{k-1}$ and $e_n^{k-1}$ are replaced by plain symbols `x` and `y`, and what remains is the polynomial identity that you wrote down for two transitions, checked by `ring`.

Q: Where do the signs of the weights enter?

A: In the next lemma, which multiplies four nonnegative factors: two weights, a power of a positive number, and a square.

```lean
omit [Fintype ι] in
/-- Each pair of transitions contributes a nonnegative amount to the moment identity. -/
theorem pair_nonneg {w e : ι → ℝ} (hw : ∀ n, 0 ≤ w n) (he : ∀ n, 0 < e n) (k : ℤ) (m n : ι) :
    0 ≤ w m * w n * (e m * e n) ^ (k - 1) * (e m - e n) ^ 2 :=
  mul_nonneg (mul_nonneg (mul_nonneg (hw m) (hw n))
    (zpow_pos (mul_pos (he m) (he n)) _).le) (sq_nonneg _)
```

Summing over both indices makes the right-hand side of the identity nonnegative, and `linarith` removes the factor 2.

```lean
/-- The square of a spectral moment of any integer order is at most the product of the two
neighbouring moments. -/
theorem moment_sq_le {w e : ι → ℝ} (hw : ∀ n, 0 ≤ w n) (he : ∀ n, 0 < e n) (k : ℤ) :
    moment w e k ^ 2 ≤ moment w e (k - 1) * moment w e (k + 1) := by
  have h := moment_identity (w := w) he k
  have h0 := Finset.sum_nonneg fun m (_ : m ∈ (univ : Finset ι)) =>
    Finset.sum_nonneg fun n (_ : n ∈ (univ : Finset ι)) => pair_nonneg hw he k m n
  linarith
```

Q: So this holds for every integer $k$, with no lower limit on the order?

A: Yes. Positive gaps make all negative powers well defined, and finiteness removes any question of convergence. If there are no transitions at all, both sides are zero.

Q: The equality condition worries me more. A dark state with some other gap shouldn't spoil it.

A: It doesn't. The condition compares `e m` with `e n` only when `w m` and `w n` are both positive.

```lean
/-- The moment inequality is an equality exactly when all transitions of positive weight have
the same gap. -/
theorem moment_sq_eq_iff {w e : ι → ℝ} (hw : ∀ n, 0 ≤ w n) (he : ∀ n, 0 < e n) (k : ℤ) :
    moment w e k ^ 2 = moment w e (k - 1) * moment w e (k + 1) ↔
      ∀ m n, 0 < w m → 0 < w n → e m = e n := by
  have hid := moment_identity (w := w) he k
  constructor
  · intro h m n hm hn
    have hz : ∑ m, ∑ n, w m * w n * (e m * e n) ^ (k - 1) * (e m - e n) ^ 2 = 0 := by
      linarith
    -- a vanishing sum of nonnegative terms vanishes term by term
    have h1 := (Finset.sum_eq_zero_iff_of_nonneg (fun m _ =>
      Finset.sum_nonneg fun n _ => pair_nonneg hw he k m n)).1 hz m (mem_univ m)
    have h2 := (Finset.sum_eq_zero_iff_of_nonneg (fun n _ =>
      pair_nonneg hw he k m n)).1 h1 n (mem_univ n)
    have hpos : 0 < w m * w n * (e m * e n) ^ (k - 1) :=
      mul_pos (mul_pos hm hn) (zpow_pos (mul_pos (he m) (he n)) _)
    have h3 := (mul_eq_zero.1 h2).resolve_left hpos.ne'
    exact sub_eq_zero.1 ((pow_eq_zero_iff two_ne_zero).1 h3)
  · intro h
    have hz : ∑ m, ∑ n, w m * w n * (e m * e n) ^ (k - 1) * (e m - e n) ^ 2 = 0 := by
      refine Finset.sum_eq_zero fun m _ => Finset.sum_eq_zero fun n _ => ?_
      rcases (hw m).eq_or_lt with hm | hm
      · simp [← hm]
      rcases (hw n).eq_or_lt with hn | hn
      · simp [← hn]
      · simp [h m n hm hn]
    linarith
```

In the forward direction, equality of the moments makes the double sum `hz` vanish. `Finset.sum_eq_zero_iff_of_nonneg` is applied twice, first to the outer sum and then to the inner one, and it isolates the term for the chosen pair. The prefactor `hpos` is positive, so the squared difference must be zero. In the reverse direction the proof splits on whether each weight is zero or positive. A zero weight kills the term, and two positive weights make the gaps equal by hypothesis.

Q: What does this say about the mean energies?

A: Suppose two transitions of positive weight have different gaps. Then the inequality is strict at every order. At order $k+1$ it reads $S_{k+1}^2 < S_k S_{k+2}$, and dividing by the positive number $S_k S_{k+1}$ gives

$$M_k = \frac{S_{k+1}}{S_k} < \frac{S_{k+2}}{S_{k+1}} = M_{k+1}.$$

Higher orders give more weight to the larger gaps, and the mean energy moves up accordingly.

```lean
/-- If two transitions of positive weight have different gaps, the mean excitation energy
increases strictly with its order. -/
theorem meanEnergy_strictMono {w e : ι → ℝ} (hw : ∀ n, 0 ≤ w n) (he : ∀ n, 0 < e n)
    {m n : ι} (hm : 0 < w m) (hn : 0 < w n) (hne : e m ≠ e n) :
    StrictMono (meanEnergy w e) := by
  have hpos : ∀ k, 0 < moment w e k := fun k =>
    Finset.sum_pos' (fun i _ => mul_nonneg (hw i) (zpow_pos (he i) k).le)
      ⟨m, mem_univ m, mul_pos hm (zpow_pos (he m) k)⟩
  apply strictMono_int_of_lt_succ
  intro k
  -- the moment inequality is strict, because the gaps differ
  have h := lt_of_le_of_ne (moment_sq_le hw he (k + 1))
    (fun h => hne ((moment_sq_eq_iff hw he (k + 1)).1 h m n hm hn))
  rw [add_sub_cancel_right] at h
  unfold meanEnergy
  rw [div_lt_div_iff₀ (hpos k) (hpos (k + 1))]
  linarith
```

The first step, `hpos`, shows that every moment is positive, since transition `m` alone contributes a positive amount. The quotients are therefore genuine. `strictMono_int_of_lt_succ` reduces strict growth over all integers to the step from $k$ to $k+1$, and `div_lt_div_iff₀` clears the denominators.

Q: Back to the polarizability. Is $\alpha = 2S_{-1}$ checked with the right factor?

A: It is checked against the definition given above. The proof compares the two sums term by term and uses $e_n^{-1} = 1/e_n$.

```lean
/-- The static polarizability is twice the moment of order minus one of the dipole strengths. -/
theorem polarizability_eq (d : ι → ℂ) (e : ι → ℝ) :
    polarizability d e = 2 * moment (strength d) e (-1) := by
  unfold polarizability moment strength
  rw [Finset.mul_sum]
  refine Finset.sum_congr rfl fun n _ => ?_
  rw [zpow_neg_one]
  ring
```

Q: Then the bounds. I would have written $\alpha \ge 2S_0^2/S_1$.

A: When some dipole is nonzero, $S_1$ is positive and you can divide. The theorem keeps the product form, which also covers the case in which all dipoles vanish. The upper bound likewise appears for $\alpha^2$, without a square root.

```lean
/-- The static polarizability is bounded from below through the moments of order zero and one,
and from above through those of order minus two and zero. -/
theorem polarizability_bounds (d : ι → ℂ) {e : ι → ℝ} (he : ∀ n, 0 < e n) :
    2 * moment (strength d) e 0 ^ 2 ≤ polarizability d e * moment (strength d) e 1 ∧
      polarizability d e ^ 2 ≤ 4 * (moment (strength d) e (-2) * moment (strength d) e 0) := by
  have hw : ∀ n, 0 ≤ strength d n := fun n => sq_nonneg _
  have h0 : moment (strength d) e 0 ^ 2 ≤
      moment (strength d) e (-1) * moment (strength d) e 1 := moment_sq_le hw he 0
  have h1 : moment (strength d) e (-1) ^ 2 ≤
      moment (strength d) e (-2) * moment (strength d) e 0 := moment_sq_le hw he (-1)
  rw [polarizability_eq]
  constructor
  · linarith
  · rw [mul_pow]
    linarith
```

Here `hw` records that squared moduli are nonnegative, so no condition on the dipoles is needed. `h0` and `h1` are the moment inequality at $k=0$ and $k=-1$. After $\alpha$ has been replaced by $2S_{-1}$, only the numerical factors 2 and 4 remain to be matched.

Q: Can these bounds be linked to sum rules? I see only more sums over the same states.

A: The theorems do leave the moments as sums. The link to sum rules is that some of these sums can be expressed through the ground state. Consider a finite-dimensional model with Hamiltonian $H$, a nondegenerate ground state and a Hermitian dipole component $\mu$, with all excitations included. Then $S_0$ is the ground-state variance of $\mu$, and $S_1$ is half the ground-state expectation value of $[\mu,[H,\mu]]$. Those operator identities are textbook input that the file does not contain. With them, the lower bound estimates $\alpha$ from ground-state expectation values alone. In electronic-structure work, the inequalities can also expose arithmetic errors in a static polarizability summed over a finite list of upward transitions, provided that the moments come from the same list. They cannot show whether the list is complete, because every such list satisfies them.

Q: And when is the lower bound exact?

A: Exactly when all transitions with nonzero dipole share one gap. A single bright transition is the simplest example: with dipole $d$ and gap $e$, the bound $2S_0^2 \le \alpha S_1$ has $2|d|^4$ on both sides. Several bright transitions at the same energy do equally well, and dark transitions may have any positive gaps.

The last theorem states this condition directly in terms of the dipoles. Its step `hs` translates positive strength into nonzero dipole, and the rest is the general equality criterion at $k=0$, with both sides doubled.

```lean
/-- The lower bound on the static polarizability is attained exactly when all transitions with
nonzero dipole have the same gap. -/
theorem polarizability_lower_eq_iff (d : ι → ℂ) {e : ι → ℝ} (he : ∀ n, 0 < e n) :
    2 * moment (strength d) e 0 ^ 2 = polarizability d e * moment (strength d) e 1 ↔
      ∀ m n, d m ≠ 0 → d n ≠ 0 → e m = e n := by
  have hw : ∀ n, 0 ≤ strength d n := fun n => sq_nonneg _
  have hs : ∀ n, 0 < strength d n ↔ d n ≠ 0 := fun n => by
    unfold strength
    rw [sq_pos_iff, norm_ne_zero_iff]
  have h : moment (strength d) e 0 ^ 2 =
      moment (strength d) e (-1) * moment (strength d) e 1 ↔
      ∀ m n, 0 < strength d m → 0 < strength d n → e m = e n := moment_sq_eq_iff hw he 0
  simp only [hs] at h
  rw [← h, polarizability_eq]
  constructor <;> intro h' <;> linarith

end

end SpectralMoments
```

```lean
#print axioms SpectralMoments.meanEnergy_strictMono
#print axioms SpectralMoments.polarizability_bounds
#print axioms SpectralMoments.polarizability_lower_eq_iff
```

```
'SpectralMoments.meanEnergy_strictMono' depends on axioms: [propext, Classical.choice, Quot.sound]
'SpectralMoments.polarizability_bounds' depends on axioms: [propext, Classical.choice, Quot.sound]
'SpectralMoments.polarizability_lower_eq_iff' depends on axioms: [propext, Classical.choice, Quot.sound]
```
